# How the free Schrödinger residual transforms under a Galilean boost

For a free particle in one dimension, in units with ħ = m = 1, the residual of a wave function ψ is iψ_t + ψ_xx/2, which vanishes where ψ satisfies the Schrödinger equation. `residual_boost` states that the residual of the boosted function ψ(x − vt, t) exp(i(vx − v²t/2)) at (x, t) equals the residual of ψ at (x − vt, t) times the same phase. Here v is any real velocity and ψ is twice continuously differentiable in space and time jointly; it need be neither normalised nor a solution. The proof applies the rule for differentiating a boosted profile twice in space, uses the product rule along the moving point in time, and leaves the final algebra to `ring`.

As first written in Lean, the proof fails:

```lean
import Mathlib

open Complex ComplexConjugate

namespace GalileanBoost

noncomputable section

/-- The phase `exp(i(vx - v²t/2))` attached to a boost of velocity `v`. -/
def boostPhase (v x t : ℝ) : ℂ := cexp (I * ((v * x - v ^ 2 * t / 2 : ℝ) : ℂ))

/-- The boosted wave function `ψ(x - vt, t) exp(i(vx - v²t/2))`. -/
def boost (v : ℝ) (ψ : ℝ → ℝ → ℂ) (x t : ℝ) : ℂ := ψ (x - v * t) t * boostPhase v x t

/-- The residual `i ψ_t + ψ_xx / 2` of the free Schrödinger equation. -/
def residual (ψ : ℝ → ℝ → ℂ) (x t : ℝ) : ℂ :=
  I * deriv (fun s => ψ x s) t + (1 / 2) * deriv (deriv (fun z => ψ z t)) x

/-- The space derivative of the boost phase is `iv` times the phase, and its time derivative
is `-iv²/2` times the phase. -/
theorem hasDerivAt_boostPhase (v x t : ℝ) :
    HasDerivAt (fun y => boostPhase v y t) (I * v * boostPhase v x t) x ∧
    HasDerivAt (fun s => boostPhase v x s) (-(I * v ^ 2 / 2) * boostPhase v x t) t := by
  constructor
  · have h : HasDerivAt (fun y : ℝ => v * y - v ^ 2 * t / 2) v x := by
      have h0 := ((hasDerivAt_id x).const_mul v).sub_const (v ^ 2 * t / 2)
      exact h0.congr_deriv (by ring)
    have h1 := (h.ofReal_comp.const_mul I).cexp
    exact h1.congr_deriv (by unfold boostPhase; push_cast; ring)
  · have h : HasDerivAt (fun s : ℝ => v * x - v ^ 2 * s / 2) (-(v ^ 2 / 2)) t := by
      have h0 := (((hasDerivAt_id t).const_mul (v ^ 2)).div_const 2).const_sub (v * x)
      exact h0.congr_deriv (by ring)
    have h1 := (h.ofReal_comp.const_mul I).cexp
    exact h1.congr_deriv (by unfold boostPhase; push_cast; ring)

/-- Along the moving point `x - vt`, the time derivative of a differentiable wave function
is `ψ_t - v ψ_x`. -/
theorem hasDerivAt_comoving {ψ : ℝ → ℝ → ℂ}
    (hψ : Differentiable ℝ (fun p : ℝ × ℝ => ψ p.1 p.2)) (v x t : ℝ) :
    HasDerivAt (fun s => ψ (x - v * s) s)
      (deriv (fun s => ψ (x - v * t) s) t - v * deriv (fun z => ψ z t) (x - v * t)) t := by
  have hF := (hψ (x - v * t, t)).hasFDerivAt
  set L := fderiv ℝ (fun p : ℝ × ℝ => ψ p.1 p.2) (x - v * t, t)
  -- the two partial derivatives are values of the total derivative
  have h1 : HasDerivAt (fun s => ψ (x - v * t) s) (L (0, 1)) t :=
    HasFDerivAt.comp_hasDerivAt (f := fun s : ℝ => (x - v * t, s)) t hF
      ((hasDerivAt_const t (x - v * t)).prodMk (hasDerivAt_id t))
  have h2 : HasDerivAt (fun z => ψ z t) (L (1, 0)) (x - v * t) :=
    HasFDerivAt.comp_hasDerivAt (f := fun z : ℝ => (z, t)) (x - v * t) hF
      ((hasDerivAt_id (x - v * t)).prodMk (hasDerivAt_const (x - v * t) t))
  have hc : HasDerivAt (fun s : ℝ => x - v * s) (-v) t := by
    have h0 := ((hasDerivAt_id t).const_mul v).const_sub x
    exact h0.congr_deriv (by ring)
  have h3 : HasDerivAt (fun s => ψ (x - v * s) s) (L (-v, 1)) t :=
    HasFDerivAt.comp_hasDerivAt (f := fun s : ℝ => (x - v * s, s)) t hF
      (hc.prodMk (hasDerivAt_id t))
  have e : ((-v, 1) : ℝ × ℝ) = (0, 1) - v • ((1, 0) : ℝ × ℝ) := by ext <;> simp
  rw [h1.deriv, h2.deriv]
  exact h3.congr_deriv (by rw [e, map_sub, map_smul, Complex.real_smul])

/-- Differentiating a boosted spatial profile amounts to applying `∂_x + iv` to the
original profile and then boosting. -/
theorem hasDerivAt_boost_profile {f : ℝ → ℂ} {f' : ℂ} (v t x : ℝ)
    (hf : HasDerivAt f f' (x - v * t)) :
    HasDerivAt (fun y => f (y - v * t) * boostPhase v y t)
      ((f' + I * v * f (x - v * t)) * boostPhase v x t) x := by
  have h1 : HasDerivAt (fun y => f (y - v * t)) f' x := hf.comp_sub_const x (v * t)
  exact (h1.fun_mul (hasDerivAt_boostPhase v x t).1).congr_deriv (by ring)

/-- The residual of the boosted wave function is the residual of the original one at the
shifted position, times the boost phase. -/
theorem residual_boost {ψ : ℝ → ℝ → ℂ}
    (hψ : ContDiff ℝ 2 (fun p : ℝ × ℝ => ψ p.1 p.2)) (v x t : ℝ) :
    residual (boost v ψ) x t = residual ψ (x - v * t) t * boostPhase v x t := by
  have hs : ContDiff ℝ 2 (fun z => ψ z t) := by
    have h := hψ.comp (by fun_prop : ContDiff ℝ 2 (fun z : ℝ => (z, t)))
    exact h
  have hf : Differentiable ℝ (fun z => ψ z t) := hs.differentiable (by norm_num)
  have hd : Differentiable ℝ (deriv (fun z => ψ z t)) := by
    have h := ContDiff.iterate_deriv' 1 1 (f₂ := fun z => ψ z t) (by exact_mod_cast hs)
    exact h.differentiable (by norm_num)
  -- first and second space derivatives
  have hx : deriv (fun z => boost v ψ z t) = fun y =>
      (deriv (fun z => ψ z t) (y - v * t) + I * v * ψ (y - v * t) t) * boostPhase v y t :=
    funext fun y => (hasDerivAt_boost_profile v t y (hf _).hasDerivAt).deriv
  have hg : HasDerivAt (fun z => deriv (fun z => ψ z t) z + I * v * ψ z t)
      (deriv (deriv (fun z => ψ z t)) (x - v * t)
        + I * v * deriv (fun z => ψ z t) (x - v * t)) (x - v * t) :=
    (hd _).hasDerivAt.fun_add ((hf _).hasDerivAt.const_mul (I * (v : ℂ)))
  have hxx := (hasDerivAt_boost_profile v t x hg).deriv
  -- time derivative
  have ht : deriv (fun s => boost v ψ x s) t = _ :=
    ((hasDerivAt_comoving (hψ.differentiable (by norm_num)) v x t).fun_mul
      (hasDerivAt_boostPhase v x t).2).deriv
  unfold residual
  rw [hx, hxx, ht]
  ring

end

end GalileanBoost
```

Messages:

```
Main.lean:80:42: error: Invalid argument name `f₂` for function `ContDiff.iterate_deriv'`

Hint: Perhaps you meant one of the following parameter names:
  • `𝕜`: f̵₂̵𝕜̲
  • `F`: f̵₂̵F̲
  • `n`: f̵₂̵n̲
  • `k`: f̵₂̵k̲
  • `f`: f₂̵
```

What went wrong. The message concerns the step showing that the first space derivative of ψ is itself differentiable. There `ContDiff.iterate_deriv'` is given its function explicitly, by the named argument `(f₂ := fun z => ψ z t)`. Such a name must match a parameter of the lemma, and this lemma has no parameter called `f₂`. Lean therefore rejects the application; the complaint is about the label, not about the smoothness of ψ.

The hint lists the names Lean would accept, among them `f`, which is the lemma's name for the function being differentiated. The repair writes `(f := fun z => ψ z t)`, so the same function now reaches the intended parameter. Moving `(by exact_mod_cast hs)` to its own line is mere tidying.

Lean accepts the file once it reads:

```diff
@@ -78,5 +78,6 @@
   have hf : Differentiable ℝ (fun z => ψ z t) := hs.differentiable (by norm_num)
   have hd : Differentiable ℝ (deriv (fun z => ψ z t)) := by
-    have h := ContDiff.iterate_deriv' 1 1 (f₂ := fun z => ψ z t) (by exact_mod_cast hs)
+    have h := ContDiff.iterate_deriv' 1 1 (f := fun z => ψ z t)
+      (by exact_mod_cast hs)
     exact h.differentiable (by norm_num)
   -- first and second space derivatives
```
